# The electron transfer relation for one-dimensional Gaussian pairs with a bounded interaction

For natural numbers $m,n$, real centres $A,B,C,D$ and real exponents with $a+b>0$ and $c+d>0$, define the pair densities $\varphi_m(x)=(x-A)^m e^{-a(x-A)^2-b(x-B)^2}$ and $\psi_n(y)=(y-C)^n e^{-c(y-C)^2-d(y-D)^2}$. With a bounded measurable function $k$ as the interaction, the two-electron integral is $I(m,n)=\int_{\mathbb R^2}\varphi_m(x)\,\psi_n(y)\,k(x-y)\,dx\,dy$.

```lean
import Mathlib

open MeasureTheory

noncomputable section

namespace ElectronTransfer

/-- A pair of Gaussians on the line with exponents `a`, `b` and centres `A`, `B`,
whose total exponent `a + b` is positive. -/
structure GaussianPair where
  a : ℝ
  b : ℝ
  A : ℝ
  B : ℝ
  pos : 0 < a + b

/-- The pair density `(x - A)^m exp(-a (x - A)² - b (x - B)²)`, with angular factor of
order `m` on the first centre. -/
def GaussianPair.density (P : GaussianPair) (m : ℕ) (x : ℝ) : ℝ :=
  (x - P.A) ^ m * Real.exp (-P.a * (x - P.A) ^ 2 - P.b * (x - P.B) ^ 2)

/-- Two pair densities, one for each electron, times the interaction `k (x - y)`. -/
def integrand (k : ℝ → ℝ) (P Q : GaussianPair) (m n : ℕ) (z : ℝ × ℝ) : ℝ :=
  P.density m z.1 * Q.density n z.2 * k (z.1 - z.2)

/-- The two-electron integral `I(m,n)` of the pairs `P` and `Q` with interaction `k`. -/
def twoElectron (k : ℝ → ℝ) (P Q : GaussianPair) (m n : ℕ) : ℝ :=
  ∫ z : ℝ × ℝ, integrand k P Q m n z

/-- The derivative of a pair density is a combination of the densities of orders
`m - 1`, `m + 1` and `m`. -/
theorem hasDerivAt_density (P : GaussianPair) (m : ℕ) (x : ℝ) :
    HasDerivAt (P.density m) (m * P.density (m - 1) x
      - 2 * (P.a + P.b) * P.density (m + 1) x
      - 2 * P.b * (P.A - P.B) * P.density m x) x := by
  have h1 : HasDerivAt (fun x => (x - P.A) ^ m) (m * (x - P.A) ^ (m - 1)) x :=
    (((hasDerivAt_id' x).sub_const P.A).fun_pow m).congr_deriv (by simp)
  have h2 : HasDerivAt (fun x => -P.a * (x - P.A) ^ 2 - P.b * (x - P.B) ^ 2)
      (-P.a * (2 * (x - P.A)) - P.b * (2 * (x - P.B))) x :=
    (((((hasDerivAt_id' x).sub_const P.A).fun_pow 2).const_mul (-P.a)).fun_sub
      ((((hasDerivAt_id' x).sub_const P.B).fun_pow 2).const_mul P.b)).congr_deriv (by simp)
  exact (h1.fun_mul h2.exp).congr_deriv (by simp only [GaussianPair.density]; ring)

/-- Every pair density is integrable over the line. -/
theorem integrable_density (P : GaussianPair) (m : ℕ) : Integrable (P.density m) := by
  have hp := P.pos
  have hne : P.a + P.b ≠ 0 := hp.ne'
  have h0 : Integrable (fun t : ℝ => t ^ m * Real.exp (-((P.a + P.b) / 2) * t ^ 2)) := by
    have hm : (-1 : ℝ) < (m : ℝ) := by
      have : (0 : ℝ) ≤ (m : ℝ) := Nat.cast_nonneg m
      linarith
    simpa only [Real.rpow_natCast] using integrable_rpow_mul_exp_neg_mul_sq (half_pos hp) hm
  -- completing the square bounds the exponent by a constant plus that of a wider Gaussian at `A`
  obtain ⟨K, hK⟩ : ∃ K : ℝ, ∀ x : ℝ, -P.a * (x - P.A) ^ 2 - P.b * (x - P.B) ^ 2
      ≤ K + -((P.a + P.b) / 2) * (x - P.A) ^ 2 := by
    refine ⟨2 * P.b ^ 2 * (P.A - P.B) ^ 2 / (P.a + P.b) - P.b * (P.A - P.B) ^ 2, fun x => ?_⟩
    have hs : 0 ≤ ((P.a + P.b) * (x - P.A) + 2 * P.b * (P.A - P.B)) ^ 2
        / (2 * (P.a + P.b)) := div_nonneg (sq_nonneg _) (by linarith)
    have he : ((P.a + P.b) * (x - P.A) + 2 * P.b * (P.A - P.B)) ^ 2 / (2 * (P.a + P.b))
        = (P.a + P.b) / 2 * (x - P.A) ^ 2 + 2 * P.b * (P.A - P.B) * (x - P.A)
          + 2 * P.b ^ 2 * (P.A - P.B) ^ 2 / (P.a + P.b) := by
      field_simp
      ring
    rw [he] at hs
    linarith
  have hc : Continuous (P.density m) :=
    continuous_iff_continuousAt.2 fun x => (hasDerivAt_density P m x).continuousAt
  refine ((h0.comp_sub_right P.A).norm.const_mul (Real.exp K)).mono'
    hc.aestronglyMeasurable (ae_of_all _ fun x => ?_)
  calc ‖P.density m x‖
      = ‖(x - P.A) ^ m‖ * Real.exp (-P.a * (x - P.A) ^ 2 - P.b * (x - P.B) ^ 2) := by
        rw [GaussianPair.density, norm_mul, Real.norm_of_nonneg (Real.exp_pos _).le]
    _ ≤ ‖(x - P.A) ^ m‖ * Real.exp (K + -((P.a + P.b) / 2) * (x - P.A) ^ 2) :=
        mul_le_mul_of_nonneg_left (Real.exp_le_exp.2 (hK x)) (norm_nonneg _)
    _ = Real.exp K * ‖(x - P.A) ^ m * Real.exp (-((P.a + P.b) / 2) * (x - P.A) ^ 2)‖ := by
        rw [Real.exp_add, norm_mul, Real.norm_of_nonneg (Real.exp_pos _).le]
        ring

/-- Two integrable one-electron densities coupled by a bounded measurable interaction
have an integrable product on the plane. -/
theorem integrable_coupled {k f g : ℝ → ℝ} {M : ℝ} (hk : Measurable k)
    (hM : ∀ u, |k u| ≤ M) (hf : Integrable f) (hg : Integrable g) :
    Integrable (fun z : ℝ × ℝ => f z.1 * g z.2 * k (z.1 - z.2)) := by
  have h : Integrable (fun z : ℝ × ℝ => f z.1 * g z.2) := hf.mul_prod hg
  refine (h.norm.mul_const M).mono' (h.aestronglyMeasurable.mul
    (hk.comp (measurable_fst.sub measurable_snd)).aestronglyMeasurable)
    (ae_of_all _ fun z => ?_)
  rw [norm_mul]
  exact mul_le_mul_of_nonneg_left (hM _) (norm_nonneg _)

/-- Translation invariance: for differentiable densities that are integrable and have integrable
derivatives, the derivative of their product under a common shift of both electrons integrates to
zero against a bounded measurable interaction `k (x - y)`. -/
theorem integral_common_shift {k f f' g g' : ℝ → ℝ} {M : ℝ} (hk : Measurable k)
    (hM : ∀ u, |k u| ≤ M) (hf : ∀ x, HasDerivAt f (f' x) x)
    (hg : ∀ x, HasDerivAt g (g' x) x) (If : Integrable f) (If' : Integrable f')
    (Ig : Integrable g) (Ig' : Integrable g') :
    ∫ z : ℝ × ℝ, (f' z.1 * g z.2 + f z.1 * g' z.2) * k (z.1 - z.2) = 0 := by
  have : (volume : Measure (ℝ × ℝ)).IsAddHaarMeasure := by
    rw [Measure.volume_eq_prod]
    infer_instance
  have hF : ∀ z : ℝ × ℝ, HasLineDerivAt ℝ (fun z : ℝ × ℝ => f z.1 * g z.2)
      (f' z.1 * g z.2 + f z.1 * g' z.2) z ((1 : ℝ), (1 : ℝ)) := by
    intro z
    have h1 : HasDerivAt (fun t : ℝ => f (z.1 + t)) (f' z.1) 0 :=
      HasDerivAt.comp_const_add z.1 0 (by simpa using hf z.1)
    have h2 : HasDerivAt (fun t : ℝ => g (z.2 + t)) (g' z.2) 0 :=
      HasDerivAt.comp_const_add z.2 0 (by simpa using hg z.2)
    simpa [HasLineDerivAt] using h1.fun_mul h2
  -- the interaction is constant along the common shift, so `k` need not be differentiable
  have hK : ∀ z : ℝ × ℝ, HasLineDerivAt ℝ (fun z : ℝ × ℝ => k (z.1 - z.2))
      0 z ((1 : ℝ), (1 : ℝ)) := by
    intro z
    have e : (fun t : ℝ => k ((z + t • ((1 : ℝ), (1 : ℝ))).1 - (z + t • ((1 : ℝ), (1 : ℝ))).2))
        = fun _ => k (z.1 - z.2) := by
      funext t
      simp
    unfold HasLineDerivAt
    rw [e]
    exact hasDerivAt_const _ _
  have i1 : Integrable (fun z : ℝ × ℝ =>
      (f' z.1 * g z.2 + f z.1 * g' z.2) * k (z.1 - z.2)) :=
    ((integrable_coupled hk hM If' Ig).add (integrable_coupled hk hM If Ig')).congr
      (ae_of_all _ fun z => by simp only [Pi.add_apply]; ring)
  have h := integral_bilinear_hasLineDerivAt_right_eq_neg_left_of_integrable
    (μ := (volume : Measure (ℝ × ℝ))) (B := ContinuousLinearMap.mul ℝ ℝ)
    (g' := fun _ => (0 : ℝ)) i1 (by simp) (integrable_coupled hk hM If Ig)
    (fun z _ => hF z) (fun z _ => hK z)
  simp only [ContinuousLinearMap.mul_apply', mul_zero, integral_zero] at h
  linarith

/-- The electron transfer relation for a bounded measurable interaction: it raises the order
on the second electron using integrals of lower or equal order there. -/
theorem electron_transfer {k : ℝ → ℝ} {M : ℝ} (hk : Measurable k) (hM : ∀ u, |k u| ≤ M)
    (P Q : GaussianPair) (m n : ℕ) :
    2 * (Q.a + Q.b) * twoElectron k P Q m (n + 1)
      = m * twoElectron k P Q (m - 1) n + n * twoElectron k P Q m (n - 1)
        - 2 * (P.a + P.b) * twoElectron k P Q (m + 1) n
        - 2 * (P.b * (P.A - P.B) + Q.b * (Q.A - Q.B)) * twoElectron k P Q m n := by
  have D : ∀ (R : GaussianPair) (l : ℕ), Integrable (fun x => l * R.density (l - 1) x
      - 2 * (R.a + R.b) * R.density (l + 1) x - 2 * R.b * (R.A - R.B) * R.density l x) :=
    fun R l => (((integrable_density R (l - 1)).const_mul _).sub
      ((integrable_density R (l + 1)).const_mul _)).sub ((integrable_density R l).const_mul _)
  have h := integral_common_shift hk hM (hasDerivAt_density P m) (hasDerivAt_density Q n)
    (integrable_density P m) (D P m) (integrable_density Q n) (D Q n)
  have key : ∫ z : ℝ × ℝ, (m * integrand k P Q (m - 1) n z + n * integrand k P Q m (n - 1) z
      - 2 * (P.a + P.b) * integrand k P Q (m + 1) n z
      - 2 * (Q.a + Q.b) * integrand k P Q m (n + 1) z
      - 2 * (P.b * (P.A - P.B) + Q.b * (Q.A - Q.B)) * integrand k P Q m n z) = 0 := by
    refine (integral_congr_ae (ae_of_all _ fun z => ?_)).trans h
    simp only [integrand]
    ring
  -- split the integral into the five two-electron integrals
  have J : ∀ (r : ℝ) (i j : ℕ), Integrable (fun z => r * integrand k P Q i j z) :=
    fun r i j => (integrable_coupled hk hM (integrable_density P i)
      (integrable_density Q j)).const_mul r
  have s2 : Integrable (fun z => m * integrand k P Q (m - 1) n z
      + n * integrand k P Q m (n - 1) z) := (J _ _ _).add (J _ _ _)
  have s3 : Integrable (fun z => m * integrand k P Q (m - 1) n z
      + n * integrand k P Q m (n - 1) z
      - 2 * (P.a + P.b) * integrand k P Q (m + 1) n z) := s2.sub (J _ _ _)
  have s4 : Integrable (fun z => m * integrand k P Q (m - 1) n z
      + n * integrand k P Q m (n - 1) z - 2 * (P.a + P.b) * integrand k P Q (m + 1) n z
      - 2 * (Q.a + Q.b) * integrand k P Q m (n + 1) z) := s3.sub (J _ _ _)
  rw [integral_sub s4 (J _ _ _), integral_sub s3 (J _ _ _), integral_sub s2 (J _ _ _),
    integral_add (J _ _ _) (J _ _ _)] at key
  simp only [integral_const_mul] at key
  simp only [twoElectron]
  linear_combination (-1 : ℝ) * key

/-- If two bounded measurable interactions give the same integrals `I(m,0)` of the pairs `P` and `Q`
for all `m ≤ N`, they give the same integrals `I(m,n)` for all `m + n ≤ N`. -/
theorem determined_by_first_column {k k' : ℝ → ℝ} {M M' : ℝ} (hk : Measurable k)
    (hM : ∀ u, |k u| ≤ M) (hk' : Measurable k') (hM' : ∀ u, |k' u| ≤ M')
    (P Q : GaussianPair) (N : ℕ)
    (h0 : ∀ m ≤ N, twoElectron k P Q m 0 = twoElectron k' P Q m 0) :
    ∀ n m, m + n ≤ N → twoElectron k P Q m n = twoElectron k' P Q m n := by
  intro n
  induction n using Nat.strong_induction_on with
  | _ n ih =>
    intro m hmn
    cases n with
    | zero => exact h0 m (by omega)
    | succ n =>
      have e1 := electron_transfer hk hM P Q m n
      have e2 := electron_transfer hk' hM' P Q m n
      have hq : 2 * (Q.a + Q.b) ≠ 0 := mul_ne_zero two_ne_zero Q.pos.ne'
      -- every integral on the right of the transfer relation is already known to agree
      have r1 := ih n (by omega) (m - 1) (by omega)
      have r2 := ih (n - 1) (by omega) m (by omega)
      have r3 := ih n (by omega) (m + 1) (by omega)
      have r4 := ih n (by omega) m (by omega)
      rw [r1, r2, r3, r4] at e1
      exact mul_left_cancel₀ hq (e1.trans e2.symm)

end ElectronTransfer
```

```lean
#print axioms ElectronTransfer.electron_transfer
#print axioms ElectronTransfer.determined_by_first_column
```

```
'ElectronTransfer.electron_transfer' depends on axioms: [propext, Classical.choice, Quot.sound]
'ElectronTransfer.determined_by_first_column' depends on axioms: [propext, Classical.choice, Quot.sound]
```

## Raising the order on the second electron

The theorem `electron_transfer` states that, for all $m$ and $n$,

$$
\begin{aligned}
2(c+d)\,I(m,n+1)={}&m\,I(m-1,n)+n\,I(m,n-1)-2(a+b)\,I(m+1,n)\\
&-2\bigl(b(A-B)+d(C-D)\bigr)I(m,n).
\end{aligned}
$$

Every integral on the right has order at most $n$ on the second electron. The relation therefore moves angular factors from the first electron to the second.

In Lean, the first electron's pair is `P`, with $a,b,A,B$ stored as `P.a`, `P.b`, `P.A`, `P.B`. The second electron's pair is `Q`, whose fields `Q.a`, `Q.b`, `Q.A`, `Q.B` are $c,d,C,D$. Thus `P.density m` is $\varphi_m$, `Q.density n` is $\psi_n$, and `twoElectron k P Q m n` is $I(m,n)$. Subtraction of natural numbers stops at zero, so for $m=0$ the term written `m - 1` refers to order $0$, but its coefficient is zero and it drops out. The same holds for $n=0$.

## The physical model and its limits

A pair density is the product of two Gaussian basis functions of the same electron's coordinate, with the polynomial factor on the first centre only. The field `pos` requires the total exponent of the pair to be positive, which makes the charge distribution decay. This includes the usual case of two positive exponents, and also a single Gaussian, with $b=0$ and $a>0$.

The basis functions are unnormalised. For positive exponents, the normalised function on centre $A$ carries the factor $N_m(a)=\bigl((2a)^{m+1/2}/\Gamma(m+\tfrac12)\bigr)^{1/2}$, so the integral over normalised functions is $N_m(a)N_0(b)N_n(c)N_0(d)\,I(m,n)$. Since two of these factors depend on the orders, the recurrence in the form above applies to the integrals before normalisation.

The interaction depends only on the separation $x-y$, which expresses translation invariance. The hypotheses `hk` and `hM` say that $k$ is measurable and that $|k(u)|\le M$ for every $u$: the interaction strength stays finite even when the electrons coincide. A Gaussian or a softened Coulomb interaction satisfies this, and so does a square well of finite depth, although it is discontinuous. Neither continuity nor symmetry of $k$ is required.

In electronic structure calculations, the electron transfer relation usually refers to integrals over three-dimensional Gaussians with the Coulomb interaction. The theorem here treats one Cartesian dimension and excludes the bare Coulomb singularity. Within that model, it shows how two-electron integrals with angular factors on both electrons can be built from integrals with angular factors on the first alone.

## Differentiating a pair density

The product rule gives

$$
\varphi_m'(x)=m\,\varphi_{m-1}(x)-2a(x-A)\varphi_m(x)-2b(x-B)\varphi_m(x).
$$

Writing $x-B=(x-A)+(A-B)$ and absorbing each factor $x-A$ into the order of the density yields

$$
\varphi_m'=m\,\varphi_{m-1}-2(a+b)\,\varphi_{m+1}-2b(A-B)\,\varphi_m .
$$

For $m=0$ the first term is absent. This is `hasDerivAt_density`: its steps `h1` and `h2` differentiate the polynomial and the exponent, and the product and chain rules combine them. Applied to `Q`, the same lemma gives

$$
\psi_n'=n\,\psi_{n-1}-2(c+d)\,\psi_{n+1}-2d(C-D)\,\psi_n .
$$

## Why the integrals converge

Set $p=a+b$, $t=x-A$ and $\Delta=A-B$. The exponent of the pair is

$$
-at^2-b(t+\Delta)^2=-pt^2-2b\Delta t-b\Delta^2 .
$$

Let $K=2b^2\Delta^2/p-b\Delta^2$. Completing the square gives

$$
K-\frac p2t^2-\bigl(-pt^2-2b\Delta t-b\Delta^2\bigr)=\frac{(pt+2b\Delta)^2}{2p}\ge 0 .
$$

Hence $|\varphi_m(x)|\le e^K|t|^m e^{-pt^2/2}$. The right side is integrable, being a power times a Gaussian of positive exponent. The lemma `integrable_density` follows this argument: `h0` supplies the integrable comparison function, `hK` is the inequality between exponents, and the final `calc` block turns it into the bound on the density.

For two integrable functions $f$ and $g$, the product $f(x)g(y)$ is integrable on the plane, and multiplication by $k(x-y)$ enlarges its absolute value by at most the factor $M$. This is `integrable_coupled`. It makes every $I(m,n)$ absolutely convergent.

## Moving both electrons together

A common shift of $x$ and $y$ leaves $x-y$ unchanged. Let $f$ and $g$ be differentiable, with $f,g,f',g'$ all integrable. Then

$$
\int_{\mathbb R^2}\bigl(f'(x)g(y)+f(x)g'(y)\bigr)k(x-y)\,dx\,dy=0 .
$$

By hand, substitute $u=x-y$ and keep $y$ as the other variable. The integral becomes

$$
\int_{\mathbb R}k(u)\left(\int_{\mathbb R}\frac{d}{dy}\bigl[f(u+y)g(y)\bigr]dy\right)du .
$$

An integrable function with an integrable derivative tends to zero at $\pm\infty$. Hence $f(u+y)g(y)$ vanishes as $y\to\pm\infty$, and the inner integral is zero for each $u$. No derivative of $k$ has been taken.

The lemma `integral_common_shift` reaches the same conclusion by integration by parts along the direction $(1,1)$. Its step `hF` computes the derivative of $f(x)g(y)$ in that direction, and `hK` shows that the derivative of $k(x-y)$ is zero because the function is constant along the shift. With the integrability provided by `integrable_coupled`, Mathlib's integration-by-parts theorem then equates the required integral, up to sign, with the integral of zero.

## Collecting the five integrals

Take $f=\varphi_m$ and $g=\psi_n$, and insert the two derivative formulas:

$$
\begin{aligned}
0={}&m\,I(m-1,n)+n\,I(m,n-1)-2(a+b)I(m+1,n)\\
&-2(c+d)I(m,n+1)-2\bigl(b(A-B)+d(C-D)\bigr)I(m,n).
\end{aligned}
$$

Moving the term with $I(m,n+1)$ to the other side gives the transfer relation.

In `electron_transfer`, `D` establishes that the derivatives are integrable, and `key` is the displayed identity while it is still a single integral. The facts `J`, `s2`, `s3` and `s4` provide the integrability needed to split that integral term by term. The closing `linear_combination` performs the rearrangement.

## Integrals fixed by those with $n=0$

The theorem `determined_by_first_column` compares two bounded measurable interactions $k$ and $k'$ for the same Gaussian pairs. If they give equal integrals $I(m,0)$ for every $m\le N$, then they give equal integrals $I(m,n)$ whenever $m+n\le N$.

The proof is by strong induction on $n$. The case $n=0$ is the hypothesis. For the step to $n+1$, assume $m+n+1\le N$. The transfer relation expresses $I(m,n+1)$ through $I(m+1,n)$, $I(m,n)$ and, where their coefficients are nonzero, $I(m-1,n)$ and $I(m,n-1)$. Each has total order at most $m+n+1$ and second order at most $n$, so the two interactions already agree on it. They therefore agree on $2(c+d)I(m,n+1)$, and division by the positive number $2(c+d)$ finishes the step.

In Lean, `r1` to `r4` are these four agreements, `e1` and `e2` are the transfer relations for $k$ and $k'$, and `mul_left_cancel₀` carries out the division. The shift to $m+1$ on the right is the reason for bounding the total order: reaching $I(0,N)$ by this recursion uses first-electron orders up to $N$.
